# The $k^{-3}$ momentum tail of a smooth s orbital that meets its cutoff radius with a kink

Suppose the momentum range for a table of two-centre integrals is chosen by looking at the untruncated orbital. A Gaussian, say, has a transform that falls faster than any power of $k$, so a short range seems enough. But the orbital in the calculation is zero beyond some radius $a$. If it has been modified to reach zero continuously at $a$, but with non-zero slope, the kink gives its transform a tail of order $k^{-3}$. A table with a short range misses part of this tail, and the kinetic-energy integrals, which weight high momenta more than the overlaps do, are the more sensitive to the loss.

Let $a>0$, let $f$ be the radial part of an s orbital, three times continuously differentiable, and let

$$F(k)=\frac1k\int_0^a r f(r)\sin(kr)\,dr,\qquad k>0.$$

Up to the constant $4\pi$ this is the three-dimensional Fourier transform of the orbital that equals $f$ inside radius $a$ and zero outside. If $f(a)=0$, then

$$k^3F(k)-a f'(a)\sin(ka)\to 0\qquad (k\to\infty).$$

The condition $f(a)=0$ says that the truncated orbital is continuous, as it is when the radial equation is solved with a hard wall at $a$. The number $f'(a)$ is the slope on the inner side; the outer slope is zero, so $f'(a)$ measures the kink.

## Two integrations by parts, then a third

Write $u(r)=r f(r)$, so that $u(0)=0$, $u'=f+rf'$ and $u''=2f'+rf''$. Integrating by parts once gives

$$\int_0^a u\sin(kr)\,dr=-\frac{u(a)\cos(ka)}{k}+\frac1k\int_0^a u'\cos(kr)\,dr,$$

and a second time, since $\sin 0=0$,

$$\int_0^a u'\cos(kr)\,dr=\frac{u'(a)\sin(ka)}{k}-\frac1k\int_0^a u''\sin(kr)\,dr.$$

Because $k^3F(k)=k^2\int_0^a u\sin(kr)\,dr$, these combine to the exact identity

$$k^3F(k)=-k\,a f(a)\cos(ka)+\bigl(f(a)+a f'(a)\bigr)\sin(ka)-\int_0^a u''\sin(kr)\,dr.$$

It remains to show that the last integral is small. With $g=u''$, a third integration by parts gives

$$\int_0^a g\sin(kr)\,dr=\frac{g(0)-g(a)\cos(ka)}{k}+\frac1k\int_0^a g'\cos(kr)\,dr.$$

Since $|\cos|\le 1$, its absolute value is at most $C/k$, where

$$C=|g(a)|+|g(0)|+\int_0^a|g'(r)|\,dr.$$

Setting $f(a)=0$ in the identity leaves $|k^3F(k)-a f'(a)\sin(ka)|\le C/k$, which tends to zero.

If $f(a)\neq0$, the first term of the identity dominates. Dividing by $k$ gives $k^2F(k)+a f(a)\cos(ka)\to0$, a slower tail of order $k^{-2}$.

## A linear orbital with $a=1$

Take $f(r)=1-r$ and $a=1$. Then $f(1)=0$, $f'(1)=-1$ and $u''=-2$, so the identity reads

$$k^3F(k)=-\sin k+\frac{2(1-\cos k)}{k}.$$

The predicted tail is $-\sin k$. Here $C=2+2+0=4$, and the remainder $2(1-\cos k)/k$ reaches the bound $4/k$ whenever $k$ is an odd multiple of $\pi$. At $k=10.5\pi\approx32.99$ we have $\sin k=1$ and $\cos k=0$, so $k^3F=-1+0.061=-0.939$. The remainder $0.061$ lies within the bound $4/k\approx0.121$.

## The tail in a table of transforms

Codes with strictly localised numerical orbitals can tabulate $F$ on a momentum grid and obtain two-centre overlap and kinetic integrals from products of such transforms. A direct check on the table is to plot $k^3F(k)$ for an s orbital. If $f(a)=0$, it should settle into an oscillation of amplitude $|a f'(a)|$ at high momenta, as long as the radial grid used for the transform still resolves $\sin(kr)$ well. Growth proportional to $k$ points to a jump in value at the last radial point.

The tail also gives an estimate for the momentum cutoff. The on-site kinetic energy is proportional to $\int k^4F(k)^2\,dk$, and inserting the tail shows that the part of this integral above a large $K$ is about $a^2f'(a)^2/(2K)$. This estimate is a by-hand consequence; the theorems below concern the transform of a single s orbital, not the integrals built from it.

## The transform and its error constant in Lean

```lean
import Mathlib

open Filter Topology MeasureTheory

namespace TruncatedOrbitalTail

noncomputable section
```

The orbital is a function `f : ℝ → ℝ`, and the truncation enters only through the upper limit of the integral.

```lean
/-- The radial transform `(1/k) ∫₀ᵃ r f(r) sin(kr) dr` of an orbital `f` cut off at radius `a`,
for momentum `k ≠ 0`. -/
def radialTransform (f : ℝ → ℝ) (a k : ℝ) : ℝ :=
  (1 / k) * ∫ r in (0 : ℝ)..a, r * f r * Real.sin (k * r)
```

No normalisation of $f$ is assumed, and the factor $4\pi$ is left out. The next definition is $u''$ written in terms of $f$; `deriv f` is $f'$ and `deriv (deriv f)` is $f''$.

```lean
/-- The radial curvature `2 f'(r) + r f''(r)` of an orbital `f`. -/
def radialCurvature (f : ℝ → ℝ) (r : ℝ) : ℝ :=
  2 * deriv f r + r * deriv (deriv f) r
```

The constant $C$ of the derivation is `tailConstant f a`.

```lean
/-- The sum of the absolute radial curvatures at the cutoff and at the origin and of the integral
of the absolute slope of the radial curvature between them. -/
def tailConstant (f : ℝ → ℝ) (a : ℝ) : ℝ :=
  |radialCurvature f a| + |radialCurvature f 0|
    + ∫ r in (0 : ℝ)..a, |deriv (radialCurvature f) r|
```

Smoothness is expressed by `ContDiff ℝ n f`, meaning $n$ times continuously differentiable on the whole real line. An orbital given only on $[0,a]$, with three continuous derivatives up to both ends, can be extended to such a function, and the values outside do not affect $F$. Nothing is required of $f'(0)$, so a cusp at the nucleus such as that of $e^{-r}$ is allowed. An orbital stored as a cubic spline generally has only two continuous derivatives; the exact identity covers it, but the theorems with an error bound or a limit do not.

## Bounding the sine integral

Two lemmas supply the derivatives of $\cos(kx)$ and $\sin(kx)$ with respect to $x$.

```lean
lemma hasDerivAt_cos_mul (k r : ℝ) :
    HasDerivAt (fun x => Real.cos (k * x)) (-(k * Real.sin (k * r))) r :=
  (((hasDerivAt_id' r).const_mul k).cos).congr_deriv (by ring)

lemma hasDerivAt_sin_mul (k r : ℝ) :
    HasDerivAt (fun x => Real.sin (k * x)) (k * Real.cos (k * r)) r :=
  (((hasDerivAt_id' r).const_mul k).sin).congr_deriv (by ring)
```

The third integration by parts is stated for any continuously differentiable $g$, with $a\ge0$ and $k>0$.

```lean
/-- The absolute value of the sine integral of a continuously differentiable function over `[0, a]`
is at most the sum of its absolute end values and the integral of its absolute slope, divided by the
momentum `k > 0`. -/
theorem sine_integral_bound {g : ℝ → ℝ} (hg : ContDiff ℝ 1 g) {a k : ℝ} (ha : 0 ≤ a)
    (hk : 0 < k) :
    |∫ r in (0 : ℝ)..a, g r * Real.sin (k * r)|
      ≤ (|g a| + |g 0| + ∫ r in (0 : ℝ)..a, |deriv g r|) / k := by
  obtain ⟨hd, hc'⟩ := contDiff_one_iff_deriv.1 hg
  have hc : Continuous g := hd.continuous
  have i1 : IntervalIntegrable (fun r => k * (g r * Real.sin (k * r))) volume 0 a :=
    Continuous.intervalIntegrable (by fun_prop) _ _
  have i2 : IntervalIntegrable (fun r => deriv g r * Real.cos (k * r)) volume 0 a :=
    Continuous.intervalIntegrable (by fun_prop) _ _
  -- integrate the derivative of `-g(r) cos(kr)`
  have key := intervalIntegral.integral_eq_sub_of_hasDerivAt
    (f := fun r => -(g r * Real.cos (k * r)))
    (f' := fun r => k * (g r * Real.sin (k * r)) - deriv g r * Real.cos (k * r))
    (fun r _ => (((hd r).hasDerivAt.fun_mul (hasDerivAt_cos_mul k r)).fun_neg).congr_deriv
      (by ring)) (i1.sub i2)
  rw [intervalIntegral.integral_sub i1 i2, intervalIntegral.integral_const_mul] at key
  simp only [mul_zero, Real.cos_zero, mul_one] at key
  have b1 : |∫ r in (0 : ℝ)..a, deriv g r * Real.cos (k * r)|
      ≤ ∫ r in (0 : ℝ)..a, |deriv g r| := by
    refine (intervalIntegral.abs_integral_le_integral_abs ha).trans ?_
    refine intervalIntegral.integral_mono_on ha i2.abs
      (Continuous.intervalIntegrable hc'.abs _ _) (fun r _ => ?_)
    rw [abs_mul]
    exact mul_le_of_le_one_right (abs_nonneg _) (Real.abs_cos_le_one _)
  have b2 : |g a * Real.cos (k * a)| ≤ |g a| := by
    rw [abs_mul]
    exact mul_le_of_le_one_right (abs_nonneg _) (Real.abs_cos_le_one _)
  rw [le_div_iff₀ hk, ← abs_of_pos hk, ← abs_mul, abs_of_pos hk, abs_le]
  have c1 := abs_le.1 b1
  have c2 := abs_le.1 b2
  have c3 := neg_abs_le (g 0)
  have c4 := le_abs_self (g 0)
  constructor <;> linarith [c1.1, c1.2, c2.1, c2.2]
```

Lean's proof applies the fundamental theorem of calculus to a product instead of calling a rule for integration by parts. The derivative of $-g(r)\cos(kr)$ is $k\,g\sin(kr)-g'\cos(kr)$, and integrating it gives `key`. The estimate `b1` bounds the integral of $g'\cos(kr)$ by that of $|g'|$, and `b2` bounds the end term at $a$. The final `linarith` adds these to the contribution of $g(0)$.

## The exact identity

The next theorem needs only two continuous derivatives and $k\neq0$. It assumes nothing about $f(a)$.

```lean
/-- Exact expansion of the transform of a truncated orbital into a term from the cutoff value,
a term from the cutoff slope of `r f(r)`, and a sine integral of the radial curvature. -/
theorem radialTransform_expansion {f : ℝ → ℝ} (hf : ContDiff ℝ 2 f) (a : ℝ) {k : ℝ}
    (hk : k ≠ 0) :
    k ^ 3 * radialTransform f a k
      = -(k * (a * f a * Real.cos (k * a))) + (f a + a * deriv f a) * Real.sin (k * a)
        - ∫ r in (0 : ℝ)..a, radialCurvature f r * Real.sin (k * r) := by
  obtain ⟨hd, -, h1⟩ := contDiff_succ_iff_deriv.1
    (show ContDiff ℝ (1 + 1) f by rw [one_add_one_eq_two]; exact hf)
  obtain ⟨hd1, hc2⟩ := contDiff_one_iff_deriv.1 h1
  have hc : Continuous f := hd.continuous
  have hc1 : Continuous (deriv f) := hd1.continuous
  have i1 : IntervalIntegrable (fun r => k ^ 2 * (r * f r * Real.sin (k * r))) volume 0 a :=
    Continuous.intervalIntegrable (by fun_prop) _ _
  have i2 : IntervalIntegrable (fun r => radialCurvature f r * Real.sin (k * r)) volume 0 a := by
    unfold radialCurvature
    exact Continuous.intervalIntegrable (by fun_prop) _ _
  -- with `u = r f`, the function `u' sin(kr) - k u cos(kr)` has derivative `(k² u + u'') sin(kr)`
  have key := intervalIntegral.integral_eq_sub_of_hasDerivAt
    (f := fun r => (f r + r * deriv f r) * Real.sin (k * r)
      - k * (r * f r * Real.cos (k * r)))
    (f' := fun r => k ^ 2 * (r * f r * Real.sin (k * r))
      + radialCurvature f r * Real.sin (k * r))
    (fun r _ => by
      have hu := (hasDerivAt_id' r).fun_mul (hd r).hasDerivAt
      have hu' := (hd r).hasDerivAt.fun_add ((hasDerivAt_id' r).fun_mul (hd1 r).hasDerivAt)
      refine ((hu'.fun_mul (hasDerivAt_sin_mul k r)).fun_sub
        ((hu.fun_mul (hasDerivAt_cos_mul k r)).const_mul k)).congr_deriv ?_
      unfold radialCurvature
      ring) (i1.add i2)
  rw [intervalIntegral.integral_add i1 i2, intervalIntegral.integral_const_mul] at key
  simp only [mul_zero, zero_mul, Real.sin_zero, sub_zero] at key
  have e : k ^ 3 * radialTransform f a k
      = k ^ 2 * ∫ r in (0 : ℝ)..a, r * f r * Real.sin (k * r) := by
    unfold radialTransform
    field_simp
  rw [e]
  linarith
```

Both integrations by parts are contained in one antiderivative: $u'\sin(kr)-k\,u\cos(kr)$ has derivative $(k^2u+u'')\sin(kr)$, because the two terms in $k\,u'\cos(kr)$ cancel. The call to `ring` checks this cancellation. At $r=0$ the antiderivative vanishes, so only the terms at $a$ survive. The step `e` rewrites $k^3F$ as $k^2\int_0^a u\sin(kr)\,dr$.

## An explicit remainder, and the limit

Moving the end terms to the left leaves the sine integral of $u''$, to which the bound applies.

```lean
/-- For a three times continuously differentiable orbital and `k > 0`, what is left of `k³ F(k)`
after the terms from the cutoff value and from the cutoff slope of `r f(r)` are removed is at most
`tailConstant f a / k` in absolute value. -/
theorem truncation_tail_bound {f : ℝ → ℝ} (hf : ContDiff ℝ 3 f) {a k : ℝ} (ha : 0 ≤ a)
    (hk : 0 < k) :
    |k ^ 3 * radialTransform f a k + k * (a * f a * Real.cos (k * a))
      - (f a + a * deriv f a) * Real.sin (k * a)| ≤ tailConstant f a / k := by
  obtain ⟨-, -, h2⟩ := contDiff_succ_iff_deriv.1
    (show ContDiff ℝ (2 + 1) f by rw [two_add_one_eq_three]; exact hf)
  obtain ⟨-, -, h1⟩ := contDiff_succ_iff_deriv.1
    (show ContDiff ℝ (1 + 1) (deriv f) by rw [one_add_one_eq_two]; exact h2)
  have hg : ContDiff ℝ 1 (radialCurvature f) :=
    (contDiff_const.mul (h2.of_le (by norm_num))).add (contDiff_id.mul h1)
  have hb := sine_integral_bound hg ha hk
  rw [radialTransform_expansion (hf.of_le (by norm_num)) a hk.ne']
  rw [← abs_neg] at hb
  refine le_trans (le_of_eq ?_) hb
  congr 1
  ring
```

The third derivative of $f$ is used here: it makes `radialCurvature f` continuously differentiable, which is the fact `hg`. The bound holds at every $k>0$, not just asymptotically. If both $f(a)$ and $f'(a)$ vanish, it reads $|F(k)|\le C/k^4$.

The limit announced at the start now follows.

```lean
/-- If a three times continuously differentiable orbital vanishes at the cutoff radius `a`, then `k³
F(k) - a f'(a) sin(ka)` tends to zero at high momentum. -/
theorem cutoff_slope_tail {f : ℝ → ℝ} (hf : ContDiff ℝ 3 f) {a : ℝ} (ha : 0 < a)
    (h0 : f a = 0) :
    Tendsto (fun k => k ^ 3 * radialTransform f a k - a * deriv f a * Real.sin (k * a))
      atTop (𝓝 0) := by
  refine squeeze_zero_norm' (a := fun k => tailConstant f a / k) ?_
    (tendsto_const_nhds.div_atTop tendsto_id)
  filter_upwards [eventually_gt_atTop 0] with k hk
  rw [Real.norm_eq_abs]
  refine le_trans (le_of_eq ?_) (truncation_tail_bound hf ha.le hk)
  congr 1
  rw [h0]
  ring
```

In this statement `atTop` means $k\to\infty$ through the real numbers, and `𝓝 0` is the neighbourhood filter of zero, so `Tendsto` expresses the usual limit. The proof squeezes the absolute value of the expression between zero and $C/k$, using the previous theorem with $f(a)=0$ for all positive $k$.

## A jump in value, and a test for the kink

Without the condition $f(a)=0$, the leading term comes from the value at the cutoff.

```lean
/-- For a three times continuously differentiable orbital with any value at the cutoff radius `a`,
the sum `k² F(k) + a f(a) cos(ka)` tends to zero at high momentum. -/
theorem cutoff_value_tail {f : ℝ → ℝ} (hf : ContDiff ℝ 3 f) {a : ℝ} (ha : 0 < a) :
    Tendsto (fun k => k ^ 2 * radialTransform f a k + a * f a * Real.cos (k * a))
      atTop (𝓝 0) := by
  have hlim : Tendsto (fun k : ℝ => (tailConstant f a / k + |f a + a * deriv f a|) / k)
      atTop (𝓝 0) :=
    ((tendsto_const_nhds.div_atTop tendsto_id).add tendsto_const_nhds).div_atTop tendsto_id
  refine squeeze_zero_norm' ?_ hlim
  filter_upwards [eventually_gt_atTop 0] with k hk
  have hb := truncation_tail_bound hf ha.le hk
  have hs : |(f a + a * deriv f a) * Real.sin (k * a)| ≤ |f a + a * deriv f a| := by
    rw [abs_mul]
    exact mul_le_of_le_one_right (abs_nonneg _) (Real.abs_sin_le_one _)
  rw [Real.norm_eq_abs, le_div_iff₀ hk, ← abs_of_pos hk, ← abs_mul, abs_of_pos hk, abs_le]
  have c1 := abs_le.1 hb
  have c2 := abs_le.1 hs
  constructor <;> nlinarith [c1.1, c1.2, c2.1, c2.2]
```

Multiplied by $k$, the expression in the limit equals the remainder from `truncation_tail_bound` plus $(f(a)+af'(a))\sin(ka)$. The absolute value of the expression itself is therefore at most $(C/k+|f(a)+af'(a)|)/k$, which is the function in `hlim`.

The last theorem returns to a continuous truncation and shows that the $k^{-3}$ tail disappears only when the kink does.

```lean
/-- For a three times continuously differentiable orbital that vanishes at the cutoff, `k³ F(k)`
tends to zero at high momentum exactly when the slope at the cutoff vanishes too. -/
theorem tail_vanishes_iff_slope_zero {f : ℝ → ℝ} (hf : ContDiff ℝ 3 f) {a : ℝ} (ha : 0 < a)
    (h0 : f a = 0) :
    Tendsto (fun k => k ^ 3 * radialTransform f a k) atTop (𝓝 0) ↔ deriv f a = 0 := by
  have hmain := cutoff_slope_tail hf ha h0
  constructor
  · intro h
    have hsin : Tendsto (fun k => a * deriv f a * Real.sin (k * a)) atTop (𝓝 0) := by
      have h' := h.sub hmain
      simp only [sub_sub_cancel, sub_zero] at h'
      exact h'
    -- sample the momenta at which `sin(ka) = 1`
    have hseq : Tendsto (fun n : ℕ => (Real.pi / 2 + (n : ℝ) * (2 * Real.pi)) / a)
        atTop atTop :=
      (tendsto_atTop_add_const_left _ _
        (tendsto_natCast_atTop_atTop.atTop_mul_const Real.two_pi_pos)).atTop_div_const ha
    have hconst : Tendsto (fun _ : ℕ => a * deriv f a) atTop (𝓝 0) := by
      refine (hsin.comp hseq).congr (fun n => ?_)
      simp only [Function.comp_apply]
      rw [div_mul_cancel₀ _ ha.ne', Real.sin_add_nat_mul_two_pi, Real.sin_pi_div_two, mul_one]
    have hz : a * deriv f a = 0 := tendsto_nhds_unique tendsto_const_nhds hconst
    exact (mul_eq_zero.1 hz).resolve_left ha.ne'
  · intro h
    simpa only [h, mul_zero, zero_mul, sub_zero] using hmain

end

end TruncatedOrbitalTail
```

If $f'(a)=0$, the limit theorem gives $k^3F(k)\to0$ at once. Conversely, if $k^3F(k)\to0$, subtracting the two limits gives $a f'(a)\sin(ka)\to0$. Along the momenta $k_n=(\pi/2+2\pi n)/a$, which tend to infinity, the sine equals $1$, so the constant $a f'(a)$ must be zero. Since $a>0$, the slope vanishes. In Lean, `hseq` states that $k_n\to\infty$, and `tendsto_nhds_unique` identifies the constant with its limit.

For an s orbital that is smooth on $[0,a]$ and zero at $a$, then, removing the $k^{-3}$ tail means bringing the slope to zero at the cutoff. A hard wall cannot do this: a non-zero solution of the radial equation, with a local potential that is continuous on $(0,a]$, cannot have both value and slope zero at $a$.

```lean
#print axioms TruncatedOrbitalTail.cutoff_value_tail
#print axioms TruncatedOrbitalTail.tail_vanishes_iff_slope_zero
```

```
'TruncatedOrbitalTail.cutoff_value_tail' depends on axioms: [propext, Classical.choice, Quot.sound]
'TruncatedOrbitalTail.tail_vanishes_iff_slope_zero' depends on axioms: [propext, Classical.choice, Quot.sound]
```
